# Faster symmetric jumps never raise the zero-frequency spectral density on a connected network

## Rates, observable and response

Let \(V\) be a finite set of sites, such as orientations of a molecular group. A jump between \(i\) and \(j\) has rate \(k_{ij}=k_{ji}\ge 0\), and the graph of positive rates is connected. Symmetry of the rates means that all sites are equally populated at equilibrium. The Laplacian is

\[ (Lg)_i=\sum_j k_{ij}(g_i-g_j), \]

so probabilities evolve by \(\dot p=-Lp\). The observable \(f\) is real with \(\sum_i f_i=0\), meaning that its equilibrium mean has been subtracted. We write \(\langle g,f\rangle=\sum_i g_if_i\), without the factor \(1/|V|\) of an equilibrium average.

At angular frequency \(w\) the response \(a+ib\) solves \((L+iw)(a+ib)=f\), and the spectral density is \(\langle a,f\rangle\). This is the cosine transform over \(t\ge 0\) of the correlation function \(\langle f,e^{-Lt}f\rangle\). At \(w=0\) it is \(\langle g,f\rangle\) with \(Lg=f\).

**Claim.** If the rates are raised to symmetric \(k'_{ij}\ge k_{ij}\), with Laplacian \(L'\), then \(Lg=f\) and \(L'g'=f\) are solvable and \(\langle g',f\rangle\le\langle g,f\rangle\). Jumps that had rate zero may be opened.

In NMR, the zero-frequency density contributes to transverse relaxation. In a finite jump model with symmetric rates, and with jumps fast enough for Redfield theory to hold, raising the rates cannot increase this contribution. At a frequency \(w>0\) the two-site density rises with the jump rate up to \(w/2\) and falls beyond it.

## The inequality from an energy argument

Exchanging the names \(i,j\) in \(\langle h,Lg\rangle=\sum_{ij}k_{ij}h_i(g_i-g_j)\) gives \(-\sum_{ij}k_{ij}h_j(g_i-g_j)\). The mean of the two forms is

\[ \langle h,Lg\rangle=\tfrac12\sum_{ij}k_{ij}(h_i-h_j)(g_i-g_j). \]

If \(Lg=0\), then \(h=g\) makes a sum of nonnegative terms vanish. Hence \(g_i=g_j\) across every edge, and along paths \(g\) is constant.

For solvability, put \((Mg)_i=(Lg)_i+\sum_j g_j\). Taking \(h=1\) above shows \(\sum_i(Lg)_i=0\). If \(Mg=u\) with \(\sum_i u_i=0\), summing over sites gives \(|V|\sum_j g_j=0\), so \(Lg=u\). For \(u=0\), \(g\) is constant with zero sum, hence zero. The square system \(M\) is therefore injective and so surjective, and \(Mg=f\) yields \(Lg=f\). Solutions differ by constants, which do not change \(\langle g,f\rangle\).

Expanding \(\langle g-h,L(g-h)\rangle\ge0\) gives

\[ 2\langle h,Lg\rangle-\langle h,Lh\rangle\le\langle g,Lg\rangle. \]

Now take \(h=g'\). The energy \(\langle h,Lh\rangle\) of a fixed function is a quadratic form, not a physical energy, and by the formula above it cannot fall when rates are raised. Hence \(\langle g',Lg'\rangle\le\langle g',L'g'\rangle=\langle g',f\rangle\), and

\[ \langle g,f\rangle\ge 2\langle g',f\rangle-\langle g',Lg'\rangle\ge\langle g',f\rangle. \]

## Two sites at nonzero frequency

Take \(f=(s,-s)\) with \(2s^2=1\) and one rate \(k>0\). Put \(A=a_0-a_1\) and \(B=b_0-b_1\). Subtracting the equations at the two sites gives

\[ 2kA-wB=2s,\qquad 2kB+wA=0. \]

Multiplying the first by \(2k\), the second by \(w\), and adding gives \((4k^2+w^2)A=4ks\). The density is

\[ J(k)=sA=\frac{2k}{4k^2+w^2}. \]

A response exists: since \(Lf=2kf\), the choice \(a=\frac{2k}{4k^2+w^2}f\), \(b=-\frac{w}{4k^2+w^2}f\) solves both equations. For \(w>0\) and rates \(x<y\),

\[ J(y)-J(x)=\frac{2(y-x)(w^2-4xy)}{(4x^2+w^2)(4y^2+w^2)}. \]

This is positive for \(0\le x<y\le w/2\) and negative for \(w/2\le x<y\). At \(w=2\), the rates \(k=\tfrac12,1,2\) give \(0.2,\,0.25,\,0.2\); at \(w=0\) they give \(1,\,0.5,\,0.25\).

## A three-site chain and its linear solve

Let sites \(0,1,2\) form a chain with both rates equal to 1, and let \(f=(1,0,-1)/\sqrt2\). A program that calculates the density at \(w=0\) meets a singular \(L\). Adding the all-ones matrix, which is the map \(M\) above, gives the solvable system

\[ \begin{pmatrix}2&0&1\\0&3&0\\1&0&2\end{pmatrix}g=f,\qquad g=f, \]

with density \(\langle g,f\rangle=1\). Opening a jump between \(0\) and \(2\) at rate 1 gives \(L'f=3f\), so \(g'=f/3\) and the density falls to \(1/3\).

## Sites, rates and response in Lean

```lean
import Mathlib

open Finset

namespace JumpRelaxation

noncomputable section

variable {V : Type*} [Fintype V]
```

The type `V` is the set of sites, and observables are functions `V → ℝ`.

```lean
/-- The Laplacian of a jump model with rate `k i j` between the sites `i` and `j`. -/
def laplacian (k : V → V → ℝ) (g : V → ℝ) : V → ℝ :=
  fun i => ∑ j, k i j * (g i - g j)
```

Diagonal entries `k i i` multiply zero and have no effect.

```lean
/-- The graph that joins two distinct sites when a jump between them has positive rate. -/
def jumpGraph (k : V → V → ℝ) : SimpleGraph V :=
  SimpleGraph.fromRel (fun i j => 0 < k i j)
```

For symmetric rates, connectedness of `jumpGraph k` says that every site can be reached from every other by allowed jumps.

```lean
/-- The response `a + i b` to the observable `f` at frequency `w`: the real and imaginary
parts of `(L + i w) (a + i b) = f`. -/
def IsResponse (k : V → V → ℝ) (w : ℝ) (f a b : V → ℝ) : Prop :=
  (∀ i, laplacian k a i - w * b i = f i) ∧ (∀ i, laplacian k b i + w * a i = 0)
```

`IsResponse` splits the complex equation into its real and imaginary parts.

```lean
/-- The two-site spectral density of the normalised observable `(s, -s)` with `2s² = 1`, at jump
rate `k` and frequency `w`, for `k` and `w` not both zero. -/
def twoSiteDensity (k w : ℝ) : ℝ := 2 * k / (4 * k ^ 2 + w ^ 2)
```

This is only a name for the formula; its link to the response is proved below.

## Energy, kernel and solvability

```lean
/-- Summation by parts: for symmetric rates the pairing of `h` with `L g` is half the sum
over ordered pairs of sites of the rate times the differences of `h` and `g`. -/
theorem pairing_laplacian {k : V → V → ℝ} (hs : ∀ i j, k i j = k j i) (h g : V → ℝ) :
    ∑ i, h i * laplacian k g i =
      (∑ i, ∑ j, k i j * (h i - h j) * (g i - g j)) / 2 := by
  have e1 : ∑ i, h i * laplacian k g i = ∑ i, ∑ j, k i j * h i * (g i - g j) := by
    simp only [laplacian, Finset.mul_sum]
    exact sum_congr rfl fun i _ => sum_congr rfl fun j _ => by ring
  -- exchanging the two sites changes the sign
  have e2 : ∑ i, ∑ j, k i j * h j * (g i - g j) =
      -∑ i, ∑ j, k i j * h i * (g i - g j) := by
    refine Finset.sum_comm.trans ?_
    rw [← Finset.sum_neg_distrib]
    refine sum_congr rfl fun i _ => ?_
    rw [← Finset.sum_neg_distrib]
    refine sum_congr rfl fun j _ => ?_
    rw [hs j i]
    ring
  have e3 : ∑ i, ∑ j, k i j * (h i - h j) * (g i - g j) =
      ∑ i, ∑ j, k i j * h i * (g i - g j) - ∑ i, ∑ j, k i j * h j * (g i - g j) := by
    simp only [← Finset.sum_sub_distrib]
    exact sum_congr rfl fun i _ => sum_congr rfl fun j _ => by ring
  linarith
```

Here `e1` expands the pairing, `e2` exchanges the sites using symmetry, and `e3` splits the symmetric sum.

```lean
/-- For symmetric nonnegative rates with a connected jump graph, a function annihilated by
the Laplacian takes the same value on all sites. -/
theorem constant_of_laplacian_eq_zero {k : V → V → ℝ} (hs : ∀ i j, k i j = k j i)
    (h0 : ∀ i j, 0 ≤ k i j) (hc : (jumpGraph k).Connected) {g : V → ℝ}
    (hg : ∀ i, laplacian k g i = 0) (i j : V) : g i = g j := by
  have he : ∑ i, ∑ j, k i j * (g i - g j) * (g i - g j) = 0 := by
    have h := pairing_laplacian hs g g
    simp only [hg, mul_zero, Finset.sum_const_zero] at h
    linarith
  have hn : ∀ i j, 0 ≤ k i j * (g i - g j) * (g i - g j) := fun i j => by
    rw [mul_assoc]
    exact mul_nonneg (h0 i j) (mul_self_nonneg _)
  -- every edge contributes zero energy, so `g` agrees at its ends
  have edge : ∀ i j, 0 < k i j → g i = g j := by
    intro i j hk
    have h1 := (Finset.sum_eq_zero_iff_of_nonneg
      (fun i _ => Finset.sum_nonneg fun j _ => hn i j)).1 he i (mem_univ i)
    have h2 := (Finset.sum_eq_zero_iff_of_nonneg (fun j _ => hn i j)).1 h1 j (mem_univ j)
    rcases mul_eq_zero.1 h2 with h | h
    · rcases mul_eq_zero.1 h with h | h <;> linarith
    · linarith
  obtain ⟨p⟩ := hc.preconnected i j
  induction p with
  | nil => rfl
  | cons hadj _ ih =>
    rcases ((SimpleGraph.fromRel_adj _ _ _).1 hadj).2 with h | h
    · exact (edge _ _ h).trans ih
    · exact (edge _ _ h).symm.trans ih
```

The energy `he` vanishes, so each of its nonnegative terms does. `edge` turns this into equality across an edge, and induction on the path `p` carries it to any two sites.

```lean
/-- For symmetric nonnegative rates with a connected jump graph, `L g = f` has a solution
for every observable `f` of zero sum. -/
theorem exists_solution {k : V → V → ℝ} (hs : ∀ i j, k i j = k j i)
    (h0 : ∀ i j, 0 ≤ k i j) (hc : (jumpGraph k).Connected) {f : V → ℝ}
    (hf : ∑ i, f i = 0) : ∃ g, laplacian k g = f := by
  have : Nonempty V := hc.nonempty
  have hcard : (Fintype.card V : ℝ) ≠ 0 := Nat.cast_ne_zero.2 Fintype.card_ne_zero
  -- adding the total of `g` makes the Laplacian invertible
  let M : (V → ℝ) →ₗ[ℝ] (V → ℝ) :=
    { toFun := fun g i => laplacian k g i + ∑ j, g j
      map_add' := by
        intro x y
        ext i
        simp only [laplacian, Pi.add_apply, mul_sub, mul_add, Finset.sum_add_distrib,
          Finset.sum_sub_distrib]
        ring
      map_smul' := by
        intro c x
        ext i
        simp only [laplacian, Pi.smul_apply, smul_eq_mul, RingHom.id_apply, mul_add,
          Finset.mul_sum]
        congr 1
        exact sum_congr rfl fun j _ => by ring }
  have total : ∀ g u : V → ℝ, ∑ i, u i = 0 →
      (∀ i, laplacian k g i + ∑ j, g j = u i) → ∑ j, g j = 0 := by
    intro g u hu hi
    have hl := pairing_laplacian hs (fun _ => 1) g
    simp only [one_mul, sub_self, mul_zero, zero_mul, Finset.sum_const_zero,
      zero_div] at hl
    have h := Finset.sum_congr (rfl : (univ : Finset V) = univ) (fun i _ => hi i)
    rw [Finset.sum_add_distrib, hl, hu, zero_add, Finset.sum_const, Finset.card_univ,
      nsmul_eq_mul] at h
    exact (mul_eq_zero.1 h).resolve_left hcard
  have inj : Function.Injective M := by
    refine (injective_iff_map_eq_zero M).2 fun g hg => ?_
    have hi : ∀ i, laplacian k g i + ∑ j, g j = 0 := fun i => congrFun hg i
    have ht := total g (fun _ => 0) (by simp) hi
    have hz : ∀ i, laplacian k g i = 0 := fun i => by linarith [hi i]
    funext i
    have hsum : ∑ j, g j = Fintype.card V * g i := by
      rw [Finset.sum_congr rfl
        (fun j _ => constant_of_laplacian_eq_zero hs h0 hc hz j i)]
      simp
    exact (mul_eq_zero.1 (hsum.symm.trans ht)).resolve_left hcard
  obtain ⟨g, hg⟩ := LinearMap.injective_iff_surjective.1 inj f
  have hi : ∀ i, laplacian k g i + ∑ j, g j = f i := fun i => congrFun hg i
  have ht := total g f hf hi
  exact ⟨g, funext fun i => by linarith [hi i]⟩
```

`total` is the summation over sites that forces \(\sum_j g_j=0\). It serves twice: in `inj`, and again to remove the added term from the solution of \(Mg=f\).

## The variational bound and the comparison of rates

```lean
/-- Variational bound: for symmetric nonnegative rates, any trial function `h` gives a lower
bound `2⟨h, L g⟩ - ⟨h, L h⟩` on `⟨g, L g⟩`. -/
theorem variational_bound {k : V → V → ℝ} (hs : ∀ i j, k i j = k j i)
    (h0 : ∀ i j, 0 ≤ k i j) (g h : V → ℝ) :
    2 * ∑ i, h i * laplacian k g i - ∑ i, h i * laplacian k h i ≤
      ∑ i, g i * laplacian k g i := by
  rw [pairing_laplacian hs h g, pairing_laplacian hs h h, pairing_laplacian hs g g]
  -- the energy of `g - h` is nonnegative
  have hp : 0 ≤ ∑ i, ∑ j, k i j * ((g i - g j) - (h i - h j)) ^ 2 :=
    Finset.sum_nonneg fun i _ => Finset.sum_nonneg fun j _ =>
      mul_nonneg (h0 i j) (sq_nonneg _)
  have ex : ∑ i, ∑ j, k i j * ((g i - g j) - (h i - h j)) ^ 2 =
      ∑ i, ∑ j, k i j * (g i - g j) * (g i - g j)
        - 2 * ∑ i, ∑ j, k i j * (h i - h j) * (g i - g j)
        + ∑ i, ∑ j, k i j * (h i - h j) * (h i - h j) := by
    simp only [Finset.mul_sum, ← Finset.sum_sub_distrib, ← Finset.sum_add_distrib]
    exact sum_congr rfl fun i _ => sum_congr rfl fun j _ => by ring
  linarith
```

`hp` is the positivity of the energy of \(g-h\), and `ex` expands it.

```lean
/-- Let symmetric nonnegative rates `k` with a connected jump graph be raised to symmetric
rates `k'`. For an observable `f` of zero sum, `L g = f` and `L' g' = f` are solvable, and
the zero-frequency spectral density does not increase: `⟨g', f⟩ ≤ ⟨g, f⟩`. -/
theorem zero_frequency_density_antitone {k k' : V → V → ℝ} (hs : ∀ i j, k i j = k j i)
    (hs' : ∀ i j, k' i j = k' j i) (h0 : ∀ i j, 0 ≤ k i j)
    (hc : (jumpGraph k).Connected) (hle : ∀ i j, k i j ≤ k' i j)
    {f : V → ℝ} (hf : ∑ i, f i = 0) :
    (∃ g, laplacian k g = f) ∧ (∃ g', laplacian k' g' = f) ∧
      ∀ g g', laplacian k g = f → laplacian k' g' = f →
        ∑ i, g' i * f i ≤ ∑ i, g i * f i := by
  have hsub : jumpGraph k ≤ jumpGraph k' := by
    intro i j h
    have h' := (SimpleGraph.fromRel_adj _ _ _).1 h
    exact (SimpleGraph.fromRel_adj _ _ _).2 ⟨h'.1,
      h'.2.imp (fun a => a.trans_le (hle i j)) (fun a => a.trans_le (hle j i))⟩
  refine ⟨exists_solution hs h0 hc hf,
    exists_solution hs' (fun i j => (h0 i j).trans (hle i j)) (hc.mono hsub) hf, ?_⟩
  intro g g' hg hg'
  -- the new solution serves as trial function for the old rates
  have hv := variational_bound hs h0 g g'
  have hm : ∑ i, g' i * laplacian k g' i ≤ ∑ i, g' i * laplacian k' g' i := by
    rw [pairing_laplacian hs, pairing_laplacian hs']
    have : ∑ i, ∑ j, k i j * (g' i - g' j) * (g' i - g' j) ≤
        ∑ i, ∑ j, k' i j * (g' i - g' j) * (g' i - g' j) :=
      Finset.sum_le_sum fun i _ => Finset.sum_le_sum fun j _ => by
        rw [mul_assoc, mul_assoc]
        exact mul_le_mul_of_nonneg_right (hle i j) (mul_self_nonneg _)
    linarith
  rw [hg] at hv
  rw [hg'] at hm
  linarith
```

The conclusion has three parts: solvability for each set of rates, and the inequality for every pair of solutions. Connectedness is assumed only for `k`; `hsub` passes it on to `k'`. Then `hv` is the bound with trial function `g'`, and `hm` is the growth of the energy with the rates. The inequality is not strict, and it concerns zero frequency alone.

## The two-site density and its turnover

```lean
/-- For two sites with jump rate `k > 0` and the normalised observable `(s, -s)`, a response
exists at every frequency `w`, and its density is `2k / (4k² + w²)`. -/
theorem two_site_response {k s : ℝ} (hk : 0 < k) (hn : 2 * s ^ 2 = 1) (w : ℝ) :
    (∃ a b, IsResponse (fun _ _ : Fin 2 => k) w ![s, -s] a b) ∧
      ∀ a b, IsResponse (fun _ _ : Fin 2 => k) w ![s, -s] a b →
        ∑ i, a i * ![s, -s] i = twoSiteDensity k w := by
  have hD : 4 * k ^ 2 + w ^ 2 ≠ 0 := by positivity
  constructor
  · -- the observable is an eigenvector of the Laplacian with eigenvalue `2k`
    have hL : ∀ c : ℝ, ∀ i : Fin 2, laplacian (fun _ _ : Fin 2 => k)
        (fun i => c * ![s, -s] i) i = 2 * k * c * ![s, -s] i := by
      intro c
      rw [Fin.forall_fin_two]
      constructor <;>
        simp only [laplacian, Fin.sum_univ_two, Matrix.cons_val_zero, Matrix.cons_val_one,
          Matrix.cons_val_fin_one] <;> ring
    obtain ⟨c, hc⟩ : ∃ c, (4 * k ^ 2 + w ^ 2) * c = 1 := ⟨_, mul_inv_cancel₀ hD⟩
    refine ⟨fun i => 2 * k * c * ![s, -s] i, fun i => -w * c * ![s, -s] i,
      fun i => ?_, fun i => ?_⟩
    · show laplacian _ _ i - w * (-w * c * ![s, -s] i) = ![s, -s] i
      rw [hL (2 * k * c) i]
      linear_combination ![s, -s] i * hc
    · show laplacian _ _ i + w * (2 * k * c * ![s, -s] i) = 0
      rw [hL (-w * c) i]
      ring
  · rintro a b ⟨h1, h2⟩
    have e1 := h1 0
    have e2 := h1 1
    have e3 := h2 0
    have e4 := h2 1
    simp only [laplacian, Fin.sum_univ_two, Matrix.cons_val_zero, Matrix.cons_val_one,
      Matrix.cons_val_fin_one] at e1 e2 e3 e4
    rw [twoSiteDensity, eq_div_iff hD]
    simp only [Fin.sum_univ_two, Matrix.cons_val_zero, Matrix.cons_val_one,
      Matrix.cons_val_fin_one]
    linear_combination s * (2 * k * (e1 - e2) + w * (e3 - e4)) + 2 * k * hn
```

The sites are the elements of `Fin 2`, and `hn` is the normalisation \(2s^2=1\). The existence part uses the eigenvector relation `hL`. In the second part, the final `linear_combination` carries the multipliers \(2k\) and \(w\) of the derivation, so any response has the stated density.

```lean
/-- At fixed frequency `w > 0` the two-site density strictly increases with the jump rate
`k` for `0 ≤ k ≤ w/2` and strictly decreases for `k ≥ w/2`. -/
theorem two_site_density_turnover {w : ℝ} (hw : 0 < w) :
    StrictMonoOn (fun k => twoSiteDensity k w) (Set.Icc 0 (w / 2)) ∧
      StrictAntiOn (fun k => twoSiteDensity k w) (Set.Ici (w / 2)) := by
  constructor
  · rintro x ⟨hx, _⟩ y ⟨_, hy⟩ hxy
    show 2 * x / (4 * x ^ 2 + w ^ 2) < 2 * y / (4 * y ^ 2 + w ^ 2)
    have h : 0 < w ^ 2 - 4 * x * y := by
      nlinarith [mul_nonneg hx (by linarith : 0 ≤ w - 2 * y),
        mul_pos hw (by linarith : 0 < w - 2 * x)]
    rw [div_lt_div_iff₀ (by positivity) (by positivity)]
    nlinarith [mul_pos (sub_pos.2 hxy) h]
  · intro x hx y _ hxy
    have hx' : w / 2 ≤ x := hx
    show 2 * y / (4 * y ^ 2 + w ^ 2) < 2 * x / (4 * x ^ 2 + w ^ 2)
    have h : 0 < 4 * x * y - w ^ 2 := by
      nlinarith [mul_nonneg (by linarith : 0 ≤ 2 * x - w) (by linarith : 0 ≤ y),
        mul_pos hw (by linarith : 0 < 2 * y - w)]
    rw [div_lt_div_iff₀ (by positivity) (by positivity)]
    nlinarith [mul_pos (sub_pos.2 hxy) h]

end

end JumpRelaxation
```

In both halves `h` fixes the sign of \(w^2-4xy\), and `div_lt_div_iff₀` clears the positive denominators. Both intervals include \(k=w/2\), where the density has its maximum \(1/(2w)\). At the endpoint \(k=0\) the statement concerns the formula, since the response theorem assumes \(k>0\).

```lean
#print axioms JumpRelaxation.zero_frequency_density_antitone
-- 'JumpRelaxation.zero_frequency_density_antitone' depends on axioms: [propext, Classical.choice, Quot.sound]
#print axioms JumpRelaxation.two_site_response
-- 'JumpRelaxation.two_site_response' depends on axioms: [propext, Classical.choice, Quot.sound]
#print axioms JumpRelaxation.two_site_density_turnover
-- 'JumpRelaxation.two_site_density_turnover' depends on axioms: [propext, Classical.choice, Quot.sound]
```
